# Averaged U and J of an l shell under the Gaunt sum rules

Electrons in one atomic shell repel each other with a strength that depends on which orbitals they occupy. Often this dependence is reduced to two numbers, an average repulsion \(U\) and an average exchange \(J\). The shell has angular momentum \(l\), and its \(2l+1\) orbitals share one radial function. Their angular parts are the complex spherical harmonics, labelled by the magnetic quantum number \(m\). The Slater integrals \(F^k\) carry the radial information and the Gaunt coefficients \(c^k(m,m')\), taken real, carry the angular part. The superscript \(k\) is an index, not a power, and \(F^k\) is the full integral, without the Condon–Shortley denominators of \(F_k\). The direct and exchange integrals are

\[ D_{mm'}=\sum_{k=0}^{2l}c^k(m,m)\,c^k(m',m')\,F^k,\qquad X_{mm'}=\sum_{k=0}^{2l}c^k(m,m')^2F^k . \]

\(U\) is the mean of \(D_{mm'}\) over all ordered pairs. For \(l\ge1\), \(J\) is fixed by requiring that \(U-J\) be the mean of \(D_{mm'}-X_{mm'}\) over ordered pairs of distinct orbitals. With \(P_n\) the Legendre polynomials, the multipole weights are

\[ w_k=\tfrac12\int_{-1}^{1}P_l(x)^2P_k(x)\,dx . \]

## From the sum rules to U and J

Assume that \(c^0\) is the identity matrix and that, for \(1\le k\le 2l\),

\[ \sum_m c^k(m,m)=0,\qquad \sum_{m,m'}c^k(m,m')^2=(2l+1)^2w_k . \]

The first condition says that a filled shell is spherical and has no higher multipoles. The second fixes the total strength with which multipole \(k\) connects the orbitals of the shell. Under these sum rules,

\[ U=F^0,\qquad J=\frac{2l+1}{2l}\sum_{k=1}^{2l}w_kF^k\quad(l\ge1). \]

Interchanging the sums in the total direct interaction gives squared traces, of which only the monopole survives:

\[ \sum_{m,m'}D_{mm'}=\sum_k\Big(\sum_m c^k(m,m)\Big)^2F^k=(2l+1)^2F^0 . \]

Division by the \((2l+1)^2\) pairs gives \(U=F^0\). In the exchange total the monopole contributes \(2l+1\) ones from the diagonal of the identity, so

\[ \sum_{m,m'}X_{mm'}=(2l+1)F^0+(2l+1)^2S,\qquad S=\sum_{k=1}^{2l}w_kF^k . \]

On the diagonal \(D_{mm}=X_{mm}\), so the sum of \(D-X\) over distinct pairs equals the sum over all pairs. There are \(2l(2l+1)\) distinct ordered pairs, hence

\[ U-J=\frac{(2l+1)^2F^0-(2l+1)F^0-(2l+1)^2S}{2l(2l+1)}=F^0-\frac{2l+1}{2l}S , \]

which is the stated \(J\).

## The weights for d and f shells

Since \(P_n(-x)=(-1)^nP_n(x)\), the integrand \(P_l^2P_k\) is odd for odd \(k\), and \(w_k=0\). For even \(k\), half the integral of \(x^{2i}\) over \([-1,1]\) is \(1/(2i+1)\). The polynomials required are

\[ P_2=\tfrac{3x^2-1}{2},\quad P_3=\tfrac{5x^3-3x}{2},\quad P_4=\tfrac{35x^4-30x^2+3}{8},\quad P_6=\tfrac{231x^6-315x^4+105x^2-5}{16}. \]

For \(l=2\),

\[ w_2=\tfrac18\left(\tfrac{27}{7}-\tfrac{27}{5}+3-1\right)=\tfrac{2}{35},\qquad w_4=\tfrac1{32}\left(35-\tfrac{480}{7}+\tfrac{242}{5}-16+3\right)=\tfrac{2}{35}, \]

and the prefactor \(5/4\) gives \(J=(F^2+F^4)/14\). For \(l=3\),

\[ \begin{aligned} w_2&=\tfrac18\left(\tfrac{75}{9}-\tfrac{115}{7}+\tfrac{57}{5}-3\right)=\tfrac{4}{105},\\ w_4&=\tfrac1{32}\left(\tfrac{875}{11}-200+\tfrac{1290}{7}-72+9\right)=\tfrac{2}{77},\\ w_6&=\tfrac1{64}\left(\tfrac{5775}{13}-\tfrac{14805}{11}+\tfrac{14154}{9}-\tfrac{6110}{7}+219-15\right)=\tfrac{100}{3003}. \end{aligned} \]

With the prefactor \(7/6\),

\[ J=\tfrac{2}{45}F^2+\tfrac1{33}F^4+\tfrac{50}{1287}F^6=\frac{286F^2+195F^4+250F^6}{6435}. \]

In DFT+U calculations that define \(U\) and \(J\) by these averages, the relations connect the two parameters to Slater integrals, for a single shell with a spherically symmetric interaction.

## The p shell, and a d-shell number

The smallest shell with a \(J\) is \(l=1\). Here \(w_2=2/15\), so \(J=\tfrac32\cdot\tfrac2{15}F^2=F^2/5\). The p-shell table at the end of the code shows that this is not the plain mean exchange over distinct orbitals. Its \(c^2\) has squared entries summing to \(6/5\), of which \(6/25\) lie on the diagonal. For these complex orbitals the mean exchange over the six distinct pairs is therefore \(\tfrac16\cdot\tfrac{24}{25}F^2=\tfrac4{25}F^2\). The mean direct integral over the same pairs is \(F^0-\tfrac1{25}F^2\), and the difference of the two means is \(F^0-\tfrac15F^2=U-J\), as required. For the real orbitals \(p_x,p_y,p_z\) the two means are \(\tfrac3{25}F^2\) and \(F^0-\tfrac2{25}F^2\), with the same difference.

For a d shell with the illustrative values \(F^0=4\), \(F^2=9\) and \(F^4=5\) eV, \(U=4\) eV and \(J=(9+5)/14=1\) eV. Such values describe a screened interaction: for the bare Coulomb repulsion \(F^0\) is larger than \(F^2\), and screening in a solid lowers mainly \(F^0\).

## Interactions and averages in Lean

```lean
import Mathlib

open Finset

namespace GauntSlaterAverages

noncomputable section
```

The Legendre functions come from Bonnet's recursion, and `weight l k` is \(w_k\), defined by an actual integral.

```lean
/-- The Legendre polynomials as real functions, generated by Bonnet's recursion. -/
def legendre : ℕ → ℝ → ℝ
  | 0, _ => 1
  | 1, x => x
  | n + 2, x => ((2 * n + 3) * x * legendre (n + 1) x - (n + 1) * legendre n x) / (n + 2)

/-- The multipole weight `w_k`: half the integral of `P_l² P_k` over `[-1, 1]`. -/
def weight (l k : ℕ) : ℝ :=
  (∫ x in (-1 : ℝ)..1, legendre l x ^ 2 * legendre k x) / 2
```

A table `c` assigns to each \(k\) a real matrix, and `F k` stands for \(F^k\). The sequence `F` is arbitrary: no radial function appears, and no sign or ordering of the integrals is assumed. The index set `range (2 * l + 1)` runs from \(0\) to \(2l\).

```lean
/-- The direct Coulomb integral between orbitals `m` and `m'`, expanded in Slater integrals. -/
def direct {ι : Type*} (l : ℕ) (c : ℕ → Matrix ι ι ℝ) (F : ℕ → ℝ) (m m' : ι) : ℝ :=
  ∑ k ∈ range (2 * l + 1), c k m m * c k m' m' * F k

/-- The exchange integral between orbitals `m` and `m'`, expanded in Slater integrals. -/
def exchange {ι : Type*} (l : ℕ) (c : ℕ → Matrix ι ι ℝ) (F : ℕ → ℝ) (m m' : ι) : ℝ :=
  ∑ k ∈ range (2 * l + 1), c k m m' ^ 2 * F k
```

In the averages the orbitals are numbered by `Fin (2 * l + 1)`, that is, from \(0\) to \(2l\) instead of by magnetic quantum number. The set `univ.erase m` contains all orbitals except `m`.

```lean
/-- The averaged `U`: the mean direct integral over all ordered pairs of orbitals. -/
def averageU (l : ℕ) (c : ℕ → Matrix (Fin (2 * l + 1)) (Fin (2 * l + 1)) ℝ)
    (F : ℕ → ℝ) : ℝ :=
  (∑ m, ∑ m', direct l c F m m') / (2 * l + 1) ^ 2

/-- The averaged `J`, for `l ≥ 1`: `U - J` is the mean of direct minus exchange over
ordered pairs of distinct orbitals. -/
def averageJ (l : ℕ) (c : ℕ → Matrix (Fin (2 * l + 1)) (Fin (2 * l + 1)) ℝ)
    (F : ℕ → ℝ) : ℝ :=
  averageU l c F -
    (∑ m, ∑ m' ∈ univ.erase m, (direct l c F m m' - exchange l c F m m')) /
      (2 * l * (2 * l + 1))
```

An s shell has no distinct pairs, so `averageJ` has a physical meaning only for \(l\ge1\).

The assumptions on the angular coefficients are collected in one predicate.

```lean
/-- The sum rules of a Gaunt table: the monopole is the identity, and each multipole with
`1 ≤ k ≤ 2l` has zero trace and squared sum `(2l+1)² w_k`. -/
structure GauntSumRules (l : ℕ)
    (c : ℕ → Matrix (Fin (2 * l + 1)) (Fin (2 * l + 1)) ℝ) : Prop where
  monopole : c 0 = 1
  traceless : ∀ k, 1 ≤ k → k ≤ 2 * l → (c k).trace = 0
  squares : ∀ k, 1 ≤ k → k ≤ 2 * l →
    ∑ m, ∑ m', c k m m' ^ 2 = (2 * l + 1) ^ 2 * weight l k
```

What remains between this model and an atom is the identification of `direct` and `exchange` with Coulomb integrals of actual orbitals, which rests on the multipole expansion of \(1/r_{12}\) and on `c` being the table of angular integrals over spherical harmonics.

## Parity and polynomial integration

Parity is proved by induction along the recursion: the two preceding cases are substituted and `ring` collects the signs.

```lean
/-- Legendre polynomials have parity `(-1)^n`. -/
theorem legendre_neg : ∀ (n : ℕ) (x : ℝ), legendre n (-x) = (-1) ^ n * legendre n x
  | 0, x => by simp [legendre]
  | 1, x => by simp [legendre]
  | n + 2, x => by
      simp only [legendre]
      rw [legendre_neg (n + 1) x, legendre_neg n x]
      ring
```

For odd \(k\), `hx` states that the integrand is odd. Reflecting the integration variable then shows that the integral equals its own negative.

```lean
/-- Parity selection rule: the weight of every odd multipole vanishes. -/
theorem weight_odd (l k : ℕ) (hk : Odd k) : weight l k = 0 := by
  have hx : ∀ x : ℝ, legendre l (-x) ^ 2 * legendre k (-x)
      = -(legendre l x ^ 2 * legendre k x) := by
    intro x
    have hs : ((-1 : ℝ) ^ l) ^ 2 = 1 := by
      rw [← pow_mul, mul_comm, pow_mul, neg_one_sq, one_pow]
    rw [legendre_neg l x, legendre_neg k x, hk.neg_one_pow, mul_pow, hs]
    ring
  -- reflecting the integration variable changes the sign of the integral
  have h := intervalIntegral.integral_comp_neg (a := (-1 : ℝ)) (b := 1)
    (fun x => legendre l x ^ 2 * legendre k x)
  simp only [hx, intervalIntegral.integral_neg, neg_neg] at h
  unfold weight
  linarith
```

For even multipoles, the vector `v` lists the coefficients of \(1,x^2,\dots,x^{12}\). Degree twelve suffices for \(P_3^2P_6\), the largest product used. The proof integrates each monomial in `hi` and exchanges the integral with the finite sum.

```lean
/-- If `P_l² P_k` is an even polynomial of degree at most twelve, its weight is the sum of
the coefficients of `x^(2i)` divided by `2i+1`. -/
theorem weight_of_even (l k : ℕ) (v : Fin 7 → ℝ)
    (h : ∀ x, legendre l x ^ 2 * legendre k x = v 0 + v 1 * x ^ 2 + v 2 * x ^ 4
      + v 3 * x ^ 6 + v 4 * x ^ 8 + v 5 * x ^ 10 + v 6 * x ^ 12) :
    weight l k = v 0 + v 1 / 3 + v 2 / 5 + v 3 / 7 + v 4 / 9 + v 5 / 11 + v 6 / 13 := by
  have hx : ∀ x, legendre l x ^ 2 * legendre k x = ∑ i : Fin 7, v i * x ^ (2 * (i : ℕ)) := by
    intro x
    rw [h x, Fin.sum_univ_seven]
    simp
  have hi : ∀ i : Fin 7, ∫ x in (-1 : ℝ)..1, v i * x ^ (2 * (i : ℕ))
      = 2 * (v i / (2 * ((i : ℕ) : ℝ) + 1)) := by
    intro i
    have ho : (-1 : ℝ) ^ (2 * (i : ℕ) + 1) = -1 := Odd.neg_one_pow ⟨i, rfl⟩
    rw [intervalIntegral.integral_const_mul, integral_pow, one_pow, ho]
    push_cast
    ring
  unfold weight
  simp only [hx]
  rw [intervalIntegral.integral_finsetSum
    (fun i _ => Continuous.intervalIntegrable (by fun_prop) _ _)]
  simp only [hi]
  rw [← Finset.mul_sum, mul_div_cancel_left₀ _ (two_ne_zero), Fin.sum_univ_seven]
  norm_num
```

## The two totals and the averages

In `total_direct`, repeated use of `Finset.sum_comm` brings the multipole sum to the outside, and `ht` identifies the inner sums as squared traces. `Finset.sum_eq_single 0` then keeps the monopole alone.

```lean
variable {l : ℕ} {c : ℕ → Matrix (Fin (2 * l + 1)) (Fin (2 * l + 1)) ℝ}

/-- Under the Gaunt sum rules, the direct integrals add up to `(2l+1)² F0`. -/
theorem total_direct (h : GauntSumRules l c) (F : ℕ → ℝ) :
    ∑ m, ∑ m', direct l c F m m' = (2 * l + 1) ^ 2 * F 0 := by
  -- each multipole enters through the square of its trace
  have ht : ∑ m, ∑ m', direct l c F m m'
      = ∑ k ∈ range (2 * l + 1), (c k).trace ^ 2 * F k := by
    calc _ = ∑ m, ∑ k ∈ range (2 * l + 1), ∑ m', c k m m * c k m' m' * F k :=
          Finset.sum_congr rfl fun m _ => Finset.sum_comm
      _ = ∑ k ∈ range (2 * l + 1), ∑ m, ∑ m', c k m m * c k m' m' * F k :=
          Finset.sum_comm
      _ = _ := by
          refine Finset.sum_congr rfl fun k _ => ?_
          simp only [Matrix.trace, Matrix.diag_apply, sq]
          rw [Finset.sum_mul_sum, Finset.sum_mul]
          exact Finset.sum_congr rfl fun m _ => (Finset.sum_mul _ _ _).symm
  rw [ht, Finset.sum_eq_single 0]
  · rw [h.monopole, Matrix.trace_one, Fintype.card_fin]
    push_cast
    ring
  · intro k hk hk0
    have hk' := Finset.mem_range.mp hk
    rw [h.traceless k (by omega) (by omega)]
    ring
  · intro h0
    exact absurd (Finset.mem_range.mpr (by omega)) h0
```

The exchange total is rearranged in the same way. The step `hr` separates \(k=0\) from \(1\le k\le2l\), `h1` counts the diagonal ones, and the `squares` rule supplies the other terms.

```lean
/-- Under the Gaunt sum rules, the exchange integrals, diagonal included, add up to
`(2l+1) F0 + (2l+1)² Σ w_k F^k`, with `k` from `1` to `2l`. -/
theorem total_exchange (h : GauntSumRules l c) (F : ℕ → ℝ) :
    ∑ m, ∑ m', exchange l c F m m' = (2 * l + 1) * F 0
      + (2 * l + 1) ^ 2 * ∑ k ∈ Icc 1 (2 * l), weight l k * F k := by
  have ht : ∑ m, ∑ m', exchange l c F m m'
      = ∑ k ∈ range (2 * l + 1), (∑ m, ∑ m', c k m m' ^ 2) * F k := by
    calc _ = ∑ m, ∑ k ∈ range (2 * l + 1), ∑ m', c k m m' ^ 2 * F k :=
          Finset.sum_congr rfl fun m _ => Finset.sum_comm
      _ = ∑ k ∈ range (2 * l + 1), ∑ m, ∑ m', c k m m' ^ 2 * F k := Finset.sum_comm
      _ = _ := by simp only [Finset.sum_mul]
  have hr : range (2 * l + 1) = insert 0 (Icc 1 (2 * l)) := by
    ext k
    simp only [Finset.mem_range, Finset.mem_insert, Finset.mem_Icc]
    omega
  have h1 : ∑ m, ∑ m', c 0 m m' ^ 2 = 2 * (l : ℝ) + 1 := by
    rw [h.monopole]
    simp [Matrix.one_apply, ite_pow]
  rw [ht, hr, Finset.sum_insert (by simp), h1, Finset.mul_sum]
  congr 1
  refine Finset.sum_congr rfl fun k hk => ?_
  rw [h.squares k (Finset.mem_Icc.mp hk).1 (Finset.mem_Icc.mp hk).2]
  ring
```

The result for \(U\) is one division, and it holds for \(l=0\) as well.

```lean
/-- Under the Gaunt sum rules, the averaged `U` is the Slater integral `F0`. -/
theorem averageU_eq (h : GauntSumRules l c) (F : ℕ → ℝ) : averageU l c F = F 0 := by
  have hp : (2 * (l : ℝ) + 1) ^ 2 ≠ 0 := by positivity
  rw [averageU, total_direct h, mul_div_cancel_left₀ _ hp]
```

For \(J\), the step `hd` restores the diagonal pairs, whose contribution is zero. The two totals are inserted, and `field_simp` and `ring` carry out the final algebra.

```lean
/-- For `l ≥ 1` and under the Gaunt sum rules, the averaged `J` is
`(2l+1)/(2l) Σ w_k F^k`, with `k` from `1` to `2l`. -/
theorem averageJ_eq (hl : 1 ≤ l) (h : GauntSumRules l c) (F : ℕ → ℝ) :
    averageJ l c F
      = (2 * l + 1) / (2 * l) * ∑ k ∈ Icc 1 (2 * l), weight l k * F k := by
  -- direct and exchange coincide on the diagonal, so the pair sum may be completed
  have hd : ∀ m, ∑ m' ∈ univ.erase m, (direct l c F m m' - exchange l c F m m')
      = ∑ m', (direct l c F m m' - exchange l c F m m') := fun m =>
    Finset.sum_erase _ (by simp only [direct, exchange, sq, sub_self])
  have hl0 : (l : ℝ) ≠ 0 := Nat.cast_ne_zero.mpr (by omega)
  have hp : 2 * (l : ℝ) + 1 ≠ 0 := by positivity
  rw [averageJ, averageU_eq h]
  simp only [hd, Finset.sum_sub_distrib]
  rw [total_direct h, total_exchange h]
  field_simp
  ring
```

## The d and f formulas

Both theorems take the sum rules as a hypothesis on the table. The odd weights vanish by parity. For the even ones, the expanded product \(P_l^2P_k\) is supplied as a coefficient vector, `ring` confirms the expansion, and `norm_num` adds the fractions found above.

```lean
/-- For a d shell obeying the Gaunt sum rules, `J = (F2 + F4)/14`. -/
theorem averageJ_d {c : ℕ → Matrix (Fin 5) (Fin 5) ℝ}
    (h : GauntSumRules 2 c) (F : ℕ → ℝ) : averageJ 2 c F = (F 2 + F 4) / 14 := by
  have w1 := weight_odd 2 1 (by decide)
  have w3 := weight_odd 2 3 (by decide)
  have w2 : weight 2 2 = 2 / 35 := by
    rw [weight_of_even 2 2 ![-1/8, 9/8, -27/8, 27/8, 0, 0, 0]
      (fun x => by simp [legendre]; ring)]
    simp only [Matrix.cons_val]
    norm_num
  have w4 : weight 2 4 = 2 / 35 := by
    rw [weight_of_even 2 4 ![3/32, -48/32, 242/32, -480/32, 315/32, 0, 0]
      (fun x => by simp [legendre]; ring)]
    simp only [Matrix.cons_val]
    norm_num
  have hI : Icc 1 (2 * 2) = ({1, 2, 3, 4} : Finset ℕ) := by decide
  rw [averageJ_eq (by norm_num) h F, hI]
  simp [w1, w2, w3, w4]
  ring

/-- For an f shell obeying the Gaunt sum rules, `J = (286 F2 + 195 F4 + 250 F6)/6435`. -/
theorem averageJ_f {c : ℕ → Matrix (Fin 7) (Fin 7) ℝ}
    (h : GauntSumRules 3 c) (F : ℕ → ℝ) :
    averageJ 3 c F = (286 * F 2 + 195 * F 4 + 250 * F 6) / 6435 := by
  have w1 := weight_odd 3 1 (by decide)
  have w3 := weight_odd 3 3 (by decide)
  have w5 := weight_odd 3 5 (by decide)
  have w2 : weight 3 2 = 4 / 105 := by
    rw [weight_of_even 3 2 ![0, -9/8, 57/8, -115/8, 75/8, 0, 0]
      (fun x => by simp [legendre]; ring)]
    simp only [Matrix.cons_val]
    norm_num
  have w4 : weight 3 4 = 2 / 77 := by
    rw [weight_of_even 3 4 ![0, 27/32, -360/32, 1290/32, -1800/32, 875/32, 0]
      (fun x => by simp [legendre]; ring)]
    simp only [Matrix.cons_val]
    norm_num
  have w6 : weight 3 6 = 100 / 3003 := by
    rw [weight_of_even 3 6 ![0, -45/64, 1095/64, -6110/64, 14154/64, -14805/64, 5775/64]
      (fun x => by simp [legendre]; ring)]
    simp only [Matrix.cons_val]
    norm_num
  have hI : Icc 1 (2 * 3) = ({1, 2, 3, 4, 5, 6} : Finset ℕ) := by decide
  rw [averageJ_eq (by norm_num) h F, hI]
  simp [w1, w2, w3, w4, w5, w6]
  ring
```

## A table that satisfies the sum rules

The p-shell coefficients are written out explicitly, with rows and columns in the order \(m=1,0,-1\).

```lean
/-- The Gaunt table of the p shell, with orbitals ordered `m = 1, 0, -1`. -/
def pGaunt : ℕ → Matrix (Fin 3) (Fin 3) ℝ
  | 0 => 1
  | 2 => !![-1/5, √3/5, -√6/5; -√3/5, 2/5, -√3/5; -√6/5, √3/5, -1/5]
  | _ => 0
```

The last theorem checks the three rules for this table. The trace of \(c^2\) is \(-\tfrac15+\tfrac25-\tfrac15=0\), and its squared sum is \(6/5=3^2\cdot\tfrac2{15}\). For \(k=1\) the matrix and the weight both vanish. For d and f shells no explicit table is checked. The true Gaunt coefficients satisfy the sum rules exactly for every \(l\), but this is not proved here, and the rules enter as a hypothesis.

```lean
/-- The p-shell table satisfies the Gaunt sum rules. -/
theorem gauntSumRules_witness : GauntSumRules 1 pGaunt := by
  have w2 : weight 1 2 = 2 / 15 := by
    rw [weight_of_even 1 2 ![0, -1/2, 3/2, 0, 0, 0, 0]
      (fun x => by simp [legendre]; ring)]
    simp only [Matrix.cons_val]
    norm_num
  have t1 : (pGaunt 1).trace = 0 := by simp [pGaunt]
  have t2 : (pGaunt 2).trace = 0 := by
    simp [pGaunt, Matrix.trace, Fin.sum_univ_three]
    norm_num
  have s1 : ∑ m, ∑ m', pGaunt 1 m m' ^ 2 = 0 := by simp [pGaunt]
  have s2 : ∑ m, ∑ m', pGaunt 2 m m' ^ 2 = 6 / 5 := by
    simp [pGaunt, Fin.sum_univ_three, div_pow]
    norm_num
  refine ⟨rfl, fun k h1 h2 => ?_, fun k h1 h2 => ?_⟩
  · obtain rfl | rfl : k = 1 ∨ k = 2 := by omega
    · exact t1
    · exact t2
  · obtain rfl | rfl : k = 1 ∨ k = 2 := by omega
    · refine s1.trans ?_
      rw [weight_odd 1 1 (by decide), mul_zero]
    · refine s2.trans ?_
      rw [w2]
      norm_num

end

end GauntSlaterAverages
```

```lean
#print axioms GauntSlaterAverages.averageJ_eq
-- 'GauntSlaterAverages.averageJ_eq' depends on axioms: [propext, Classical.choice, Quot.sound]
#print axioms GauntSlaterAverages.averageJ_d
-- 'GauntSlaterAverages.averageJ_d' depends on axioms: [propext, Classical.choice, Quot.sound]
#print axioms GauntSlaterAverages.averageJ_f
-- 'GauntSlaterAverages.averageJ_f' depends on axioms: [propext, Classical.choice, Quot.sound]
```
